# Reducing the real-orbital RPA determinant to the product $(A-B)(A+B)$

We put the minus signs of the RPA problem into the matrix itself. With real orbitals, the equations for the excitation amplitudes $X$ and de-excitation amplitudes $Y$ at frequency $\omega$ are often written with a metric on the right:

$$
\begin{pmatrix} A & B\\ B & A\end{pmatrix}\begin{pmatrix} X\\ Y\end{pmatrix}
=\omega\begin{pmatrix} 1 & 0\\ 0 & -1\end{pmatrix}\begin{pmatrix} X\\ Y\end{pmatrix}.
$$

Multiplying the second row by $-1$ gives an ordinary eigenvalue problem for

$$
M=\begin{pmatrix} A & B\\ -B & -A\end{pmatrix}.
$$

Here $A$ and $B$ are $n\times n$ matrices that do not depend on $\omega$. In applications they are symmetric, but the argument does not use this. The claim is that for every scalar $t$

$$
\det(t-M)=\det\bigl(t^2-(A-B)(A+B)\bigr),
$$

where a scalar next to a matrix stands for that multiple of the identity. The characteristic polynomial of $M$ is therefore even, and its roots come in pairs $\pm\omega$.

## Sums and differences of amplitudes

Let $S$ send $(X,Y)$ to $(X+Y,\,X-Y)$, and let $N$ be the block off-diagonal matrix

$$
S=\begin{pmatrix}1&1\\1&-1\end{pmatrix},\qquad
N=\begin{pmatrix}0&A-B\\A+B&0\end{pmatrix}.
$$

Multiplying out the blocks gives

$$
SM=\begin{pmatrix}A-B&B-A\\A+B&A+B\end{pmatrix}=NS.
$$

Since $S$ commutes with multiples of the identity, $S(t-M)=(t-N)S$. Subtracting the first block row of $S$ from the second leaves a block triangular matrix with diagonal blocks $1$ and $-2$, so $\det S=(-2)^n\neq0$. Taking determinants and cancelling $\det S$ gives $\det(t-M)=\det(t-N)$.

## The off-diagonal determinant

Write $P=A-B$ and $Q=A+B$. Then

$$
\begin{pmatrix}t&-P\\-Q&t\end{pmatrix}
\begin{pmatrix}t&0\\Q&1\end{pmatrix}
=\begin{pmatrix}t^2-PQ&-P\\0&t\end{pmatrix}.
$$

The second factor on the left has determinant $t^n$, and the right-hand side has determinant $t^n\det(t^2-PQ)$. For $t\neq0$ we cancel $t^n$ and obtain $\det(t-N)=\det(t^2-PQ)$.

For $t=0$ we factorise instead:

$$
\begin{pmatrix}0&-P\\-Q&0\end{pmatrix}
=\begin{pmatrix}1&-1\\0&1\end{pmatrix}
\begin{pmatrix}1&0\\1&1\end{pmatrix}
\begin{pmatrix}1&-1\\0&1\end{pmatrix}
\begin{pmatrix}-Q&0\\0&P\end{pmatrix}.
$$

The three shears have determinant $1$, so the result is $\det(-Q)\det P=\det(-PQ)$, as required.

At $t=0$ the claim reads $\det(-M)=\det(-(A-B)(A+B))$. Since $M$ has even size $2n$, this becomes

$$
\det M=(-1)^n\det(A-B)\det(A+B).
$$

The RPA matrix is thus singular exactly when $A-B$ or $A+B$ is.

## Why the order of the blocks matters

Treating the blocks of $t-M$ as numbers and writing "$ad-bc$" gives $\det(t^2-A^2+B^2)$. This is wrong in general, because

$$
(A-B)(A+B)=A^2-B^2+(AB-BA).
$$

For example, take $A=\begin{pmatrix}1&0\\0&0\end{pmatrix}$ and $B=\begin{pmatrix}0&1\\1&0\end{pmatrix}$. Then $\det\bigl((A-B)(A+B)\bigr)=1$, while $\det(A^2-B^2)=0$. This pair only illustrates the algebra: $A-B$ and $A+B$ both have determinant $-1$, so neither is positive definite and the pair does not describe a stable reference state.

## The half-sized problem in a response code

In linear-response TDDFT with real orbitals, a finite basis and a frequency-independent kernel, the identity lets a program find the excitation energies from an $n\times n$ matrix instead of a $2n\times2n$ one. When $A$ and $B$ are symmetric and $A-B$ is positive definite, a program can diagonalise the symmetric matrix

$$
(A-B)^{1/2}(A+B)(A-B)^{1/2},
$$

which is similar to $(A-B)(A+B)$, and take square roots of its eigenvalues. A negative eigenvalue signals an instability: the corresponding frequencies are imaginary.

## The matrices in Lean

```lean
import Mathlib

open Matrix

namespace RPAProductForm
```

The RPA matrix is assembled by `fromBlocks`. Its rows and columns are indexed by `n ⊕ n`, one copy of the index set for $X$ and one for $Y$. In Lean `n` is the set of labels, typically occupied–virtual orbital pairs, and the number called $n$ above is `Fintype.card n`.

```lean
/-- The RPA matrix `[[A, B], [-B, -A]]`, acting on pairs `(X, Y)` of excitation and
de-excitation amplitudes. -/
def rpaMatrix {n K : Type*} [Field K] (A B : Matrix n n K) :
    Matrix (n ⊕ n) (n ⊕ n) K :=
  fromBlocks A B (-B) (-A)
```

The entries lie in a field `K`, which may be the real or the complex numbers. Choosing complex `K` does not give the usual RPA matrix for complex orbitals, whose lower blocks are $-B^*$ and $-A^*$, with the star denoting entrywise complex conjugation. The definition keeps $-B$ and $-A$.

The matrix $S$ is defined in the same way, without a normalising factor $1/\sqrt2$. Such a factor would cancel from the argument.

```lean
/-- The matrix that sends `(X, Y)` to the sum and difference `(X + Y, X - Y)`. -/
def sumDiff (n K : Type*) [DecidableEq n] [Field K] : Matrix (n ⊕ n) (n ⊕ n) K :=
  fromBlocks 1 1 1 (-1)
```

## The change of basis

The first theorem is $SM=NS$. After the block products are expanded, four identities between $n\times n$ matrices remain, and `noncomm_ring` proves them without letting $A$ and $B$ commute.

```lean
variable {n K : Type*} [Fintype n] [DecidableEq n] [Field K]

/-- Applying the RPA matrix and then taking sums and differences is the same as taking sums and
differences first and then applying the block off-diagonal matrix `[[0, A - B], [A + B, 0]]`. -/
theorem sumDiff_mul_rpaMatrix (A B : Matrix n n K) :
    sumDiff n K * rpaMatrix A B = fromBlocks 0 (A - B) (A + B) 0 * sumDiff n K := by
  unfold sumDiff rpaMatrix
  rw [fromBlocks_multiply, fromBlocks_multiply, fromBlocks_inj]
  refine ⟨?_, ?_, ?_, ?_⟩ <;> noncomm_ring
```

Next comes $\det S\neq0$. The lemma `det_fromBlocks_one₁₁` performs the block elimination done by hand above and leaves the determinant of $-1-1\cdot1=-2$. The hypothesis `CharZero K` ensures that $2\neq0$ in the field; it holds for the real and complex numbers.

```lean
/-- Over a field of characteristic zero, the passage to sums and differences has nonzero
determinant. -/
theorem det_sumDiff_ne_zero [CharZero K] : (sumDiff n K).det ≠ 0 := by
  have h : (-1 - 1 * 1 : Matrix n n K) = (-2 : K) • (1 : Matrix n n K) := by
    rw [mul_one]
    module
  unfold sumDiff
  rw [det_fromBlocks_one₁₁, h, det_smul, det_one, mul_one]
  exact pow_ne_zero _ (by norm_num)
```

## Eliminating a block

The following theorem is the determinant formula for arbitrary $P$ and $Q$. The statement `hN` writes out the blocks of $t-N$, and `rcases` separates $t=0$ from $t\neq0$. In the first case `hJ` is the factorisation into shears. In the second, `h` is the block triangular product, and `mul_right_cancel₀` removes the common factor $t^n$.

```lean
/-- The secular determinant of a block off-diagonal matrix with blocks `P` and `Q` is that of
the product `P * Q`, taken at the square of the frequency. -/
theorem det_offDiagonal (P Q : Matrix n n K) (t : K) :
    (t • (1 : Matrix (n ⊕ n) (n ⊕ n) K) - fromBlocks 0 P Q 0).det
      = (t ^ 2 • (1 : Matrix n n K) - P * Q).det := by
  have hN : t • (1 : Matrix (n ⊕ n) (n ⊕ n) K) - fromBlocks 0 P Q 0
      = fromBlocks (t • (1 : Matrix n n K)) (-P) (-Q) (t • (1 : Matrix n n K)) := by
    rw [← fromBlocks_one, fromBlocks_smul, sub_eq_add_neg, fromBlocks_neg, fromBlocks_add]
    simp
  rw [hN]
  rcases eq_or_ne t 0 with rfl | ht
  · -- at zero frequency: three shears times a block diagonal matrix
    have hJ : fromBlocks ((0 : K) • (1 : Matrix n n K)) (-P) (-Q) ((0 : K) • (1 : Matrix n n K))
        = fromBlocks (1 : Matrix n n K) (-1) 0 (1 : Matrix n n K)
          * fromBlocks (1 : Matrix n n K) 0 1 (1 : Matrix n n K)
          * fromBlocks (1 : Matrix n n K) (-1) 0 (1 : Matrix n n K)
          * fromBlocks (-Q) 0 0 P := by
      simp [fromBlocks_multiply]
    have hP : (0 : K) ^ 2 • (1 : Matrix n n K) - P * Q = P * (-Q) := by simp
    rw [hJ, hP]
    simp only [det_mul, det_fromBlocks_zero₂₁, det_fromBlocks_zero₁₂, det_one, one_mul]
    exact mul_comm _ _
  · -- otherwise: eliminate the lower left block and cancel a power of `t`
    have h : fromBlocks (t • (1 : Matrix n n K)) (-P) (-Q) (t • (1 : Matrix n n K))
          * fromBlocks (t • (1 : Matrix n n K)) 0 Q (1 : Matrix n n K)
        = fromBlocks (t ^ 2 • (1 : Matrix n n K) - P * Q) (-P) 0 (t • (1 : Matrix n n K)) := by
      rw [fromBlocks_multiply, fromBlocks_inj]
      refine ⟨?_, ?_, ?_, ?_⟩ <;> simp [pow_two, smul_smul, sub_eq_add_neg]
    have ht' : (t • (1 : Matrix n n K)).det ≠ 0 := by
      rw [det_smul, det_one, mul_one]
      exact pow_ne_zero _ ht
    have hd := congrArg Matrix.det h
    rw [det_mul, det_fromBlocks_zero₁₂, det_fromBlocks_zero₂₁, det_one, mul_one] at hd
    exact mul_right_cancel₀ ht' hd
```

## The product form at every frequency

The main theorem says that for all square matrices `A` and `B` over a field of characteristic zero, and for every `t` in that field, the two secular determinants agree. It assumes neither symmetry nor stability nor invertibility, and it includes $t=0$.

In the proof, `h` is $S(t-M)=(t-N)S$. Taking determinants and cancelling $\det S$ leaves $\det(t-N)$, which the previous theorem evaluates.

```lean
/-- Reduction to product form: over a field of characteristic zero, the secular determinant of
the RPA matrix at `t` equals that of the half-sized matrix `(A - B) * (A + B)` at `t ^ 2`. -/
theorem det_rpaMatrix_product_form [CharZero K] (A B : Matrix n n K) (t : K) :
    (t • (1 : Matrix (n ⊕ n) (n ⊕ n) K) - rpaMatrix A B).det
      = (t ^ 2 • (1 : Matrix n n K) - (A - B) * (A + B)).det := by
  -- the change of basis carries over to the shifted matrices
  have h : sumDiff n K * (t • (1 : Matrix (n ⊕ n) (n ⊕ n) K) - rpaMatrix A B)
      = (t • (1 : Matrix (n ⊕ n) (n ⊕ n) K) - fromBlocks 0 (A - B) (A + B) 0)
        * sumDiff n K := by
    rw [mul_sub, sub_mul, sumDiff_mul_rpaMatrix]
    simp
  have hd := congrArg Matrix.det h
  rw [det_mul, det_mul] at hd
  rw [← det_offDiagonal]
  exact mul_left_cancel₀ det_sumDiff_ne_zero (hd.trans (mul_comm _ _))
```

This is a statement about determinants of finite matrices. It does not say that the eigenvalues are real or that $M$ can be diagonalised, and it does not treat the normalisation of the amplitudes.

## Evenness of the characteristic polynomial

Mathlib's `charpoly` is $\det(x-M)$ as a polynomial in $x$, and `comp` substitutes one polynomial into another. The next theorem therefore says that the characteristic polynomial of $M$ is that of $(A-B)(A+B)$ with $x$ replaced by $x^2$. A nonzero eigenvalue $\omega$ of $M$ therefore has the same algebraic multiplicity as the eigenvalue $\omega^2$ of $(A-B)(A+B)$, while an eigenvalue zero has twice the multiplicity in $M$ that it has in the product.

A field of characteristic zero contains infinitely many elements, and two polynomials that agree at all of them are equal. This is the step `Polynomial.funext`; the values themselves agree by the main theorem.

```lean
/-- Over a field of characteristic zero, the characteristic polynomial of the RPA matrix is
that of `(A - B) * (A + B)` with the variable replaced by its square. -/
theorem charpoly_rpaMatrix [CharZero K] (A B : Matrix n n K) :
    (rpaMatrix A B).charpoly
      = ((A - B) * (A + B)).charpoly.comp (Polynomial.X ^ 2) := by
  have : Infinite K := Infinite.of_injective (fun k : ℕ => (k : K)) Nat.cast_injective
  -- polynomials over an infinite field are determined by their values
  apply Polynomial.funext
  intro t
  rw [Polynomial.eval_comp, Polynomial.eval_pow, Polynomial.eval_X,
    eval_charpoly, eval_charpoly]
  simpa only [scalar_apply, smul_one_eq_diagonal] using det_rpaMatrix_product_form A B t
```

Evenness follows by substituting $-x$ for $x$, since $(-x)^2=x^2$.

```lean
/-- Over a field of characteristic zero, the characteristic polynomial of the RPA matrix is
even: it is unchanged when the frequency variable changes sign. -/
theorem charpoly_rpaMatrix_even [CharZero K] (A B : Matrix n n K) :
    (rpaMatrix A B).charpoly.comp (-Polynomial.X) = (rpaMatrix A B).charpoly := by
  rw [charpoly_rpaMatrix, Polynomial.comp_assoc, Polynomial.X_pow_comp, neg_sq]
```

## The determinant at zero frequency

The last theorem sets `t` to zero in the main theorem. The sign on the left disappears because the full matrix has even size, which is recorded in `he`; the sign $(-1)^n$ from the half-sized matrix remains.

```lean
/-- Over a field of characteristic zero, the determinant of the RPA matrix is, up to the sign
`(-1) ^ n` with `n` the size of `A`, the product of the determinants of `A - B` and `A + B`. -/
theorem det_rpaMatrix [CharZero K] (A B : Matrix n n K) :
    (rpaMatrix A B).det
      = (-1) ^ Fintype.card n * ((A - B).det * (A + B).det) := by
  have h := det_rpaMatrix_product_form A B 0
  have he : Even (Fintype.card n + Fintype.card n) := ⟨Fintype.card n, rfl⟩
  rw [zero_pow two_ne_zero, zero_smul, zero_smul, zero_sub, zero_sub, det_neg, det_neg,
    det_mul, Fintype.card_sum, he.neg_one_pow, one_mul] at h
  exact h

end RPAProductForm
```

```lean
#print axioms RPAProductForm.det_rpaMatrix_product_form
#print axioms RPAProductForm.charpoly_rpaMatrix_even
#print axioms RPAProductForm.det_rpaMatrix
```

```
'RPAProductForm.det_rpaMatrix_product_form' depends on axioms: [propext, Classical.choice, Quot.sound]
'RPAProductForm.charpoly_rpaMatrix_even' depends on axioms: [propext, Classical.choice, Quot.sound]
'RPAProductForm.det_rpaMatrix' depends on axioms: [propext, Classical.choice, Quot.sound]
```
